# Two matrix potentials on the plane with equal curvature that no C² gauge transformation relates

A matrix potential $A_j$ acts on a particle's internal states, such as spin, through $D_j=\partial_j+A_j$, with the coupling constant absorbed in $A_j$. Its curvature is
$$F=\partial_0A_1-\partial_1A_0+[A_0,A_1].$$
Indices 0 and 1 denote $x$ and $y$, so $A_0$ is not a time component. An invertible function $g$ carries $A$ into $A'$ when
$$A'_j=gA_jg^{-1}-(\partial_jg)g^{-1}.$$
Does equal curvature imply that such a $g$ exists? One pair of potentials will show that it does not.

In Lean, fields take values in a real normed algebra `𝔸`, and $g$ in its units `𝔸ˣ`, so $g^{-1}$ is a true inverse. For matrices, $g$ need not be unitary.

```lean
import Mathlib

open scoped Matrix.Norms.Operator

namespace WuYangAmbiguity

noncomputable section

variable {𝔸 : Type*} [NormedRing 𝔸] [NormedAlgebra ℝ 𝔸]
  {g : ℝ × ℝ → 𝔸ˣ} {A A' : Fin 2 → ℝ × ℝ → 𝔸}
```

The partial derivative `pd j` is the Fréchet derivative applied to the coordinate vector `dir j`.

```lean
/-- The two coordinate unit vectors of the plane. -/
def dir : Fin 2 → ℝ × ℝ := ![(1, 0), (0, 1)]

/-- The partial derivative of an algebra-valued field along coordinate `j`. -/
def pd (j : Fin 2) (f : ℝ × ℝ → 𝔸) (p : ℝ × ℝ) : 𝔸 := fderiv ℝ f p (dir j)

/-- The curvature `∂₁A₂ - ∂₂A₁ + [A₁, A₂]` (the indices 1, 2 are `0, 1` in the code). -/
def curvature (A : Fin 2 → ℝ × ℝ → 𝔸) (p : ℝ × ℝ) : 𝔸 :=
  pd 0 (A 1) p - pd 1 (A 0) p + (A 0 p * A 1 p - A 1 p * A 0 p)

/-- The invertible function `g` carries `A` into `A'` by
`A'_j = g A_j g⁻¹ - (∂_j g) g⁻¹`. -/
def GaugeTransforms (g : ℝ × ℝ → 𝔸ˣ) (A A' : Fin 2 → ℝ × ℝ → 𝔸) : Prop :=
  ∀ p j, A' j p = (g p : 𝔸) * A j p * ((g p)⁻¹ : 𝔸ˣ)
    - pd j (fun q => (g q : 𝔸)) p * ((g p)⁻¹ : 𝔸ˣ)
```

## (a) Differentiating a product

For fields $a,b$ differentiable at $p$, show that $\partial_j(ab)=a\,\partial_jb+(\partial_ja)\,b$ there.

With $e_j$ the coordinate vector, write
$$a(p+te_j)b(p+te_j)-a(p)b(p)=a(p+te_j)[b(p+te_j)-b(p)]+[a(p+te_j)-a(p)]b(p).$$
Divide by $t$ and let $t\to0$. Lean evaluates the Fréchet product rule on `dir j`.

```lean
/-- The product rule for differentiable fields, with the order of the factors kept. -/
theorem pd_mul {a b : ℝ × ℝ → 𝔸} {p : ℝ × ℝ} (j : Fin 2)
    (ha : DifferentiableAt ℝ a p) (hb : DifferentiableAt ℝ b p) :
    pd j (fun q => a q * b q) p = a p * pd j b p + pd j a p * b p := by
  have h : HasFDerivAt (fun q => a q * b q) _ p := ha.hasFDerivAt.mul' hb.hasFDerivAt
  unfold pd
  rw [h.fderiv]
  simp
```

## (b) Exchanging derivatives

For $f$ twice continuously differentiable at $p$, show that $\partial_i\partial_jf=\partial_j\partial_if$ there.

Both sides are values of the second derivative, $D^2f(p)(e_i,e_j)$ and $D^2f(p)(e_j,e_i)$. This bilinear map is symmetric by Schwarz's theorem. The identification is `key` in the proof.

```lean
/-- Mixed partial derivatives of a twice continuously differentiable field agree. -/
theorem pd_comm {f : ℝ × ℝ → 𝔸} {p : ℝ × ℝ} (hf : ContDiffAt ℝ 2 f p) (i j : Fin 2) :
    pd i (pd j f) p = pd j (pd i f) p := by
  have hd : DifferentiableAt ℝ (fderiv ℝ f) p :=
    (hf.fderiv_right (m := 1) (by norm_num)).differentiableAt (by norm_num)
  have key : ∀ i j, pd i (pd j f) p = fderiv ℝ (fderiv ℝ f) p (dir i) (dir j) := by
    intro i j
    have h := hd.hasFDerivAt.clm_apply (hasFDerivAt_const (dir j) p)
    change fderiv ℝ (fun q => fderiv ℝ f q (dir j)) p (dir i) = _
    rw [h.fderiv]
    simp
  rw [key, key]
  exact hf.isSymmSndFDerivAt (by simp) _ _
```

## (c) An equation for g

Show that the gauge rule gives $\partial_jg=gA_j-A'_jg$.

Multiply the rule by $g$ on the right to get $A'_jg=gA_j-\partial_jg$, and rearrange.

```lean
/-- The gauge rule as a differential equation for `g`: `∂_j g = g A_j - A'_j g`. -/
theorem gauge_deriv (h : GaugeTransforms g A A') (j : Fin 2) (q : ℝ × ℝ) :
    pd j (fun q => (g q : 𝔸)) q = (g q : 𝔸) * A j q - A' j q * (g q : 𝔸) := by
  rw [h q j, sub_mul, Units.inv_mul_cancel_right, Units.inv_mul_cancel_right]
  abel
```

## (d) Transforming the curvature

For $g$ of class C² and differentiable potentials, show that $F'=gFg^{-1}$.

Differentiate (c), which is `second` in the proof, and insert (c) again:
$$\partial_i\partial_jg=g\,\partial_iA_j+gA_iA_j-A'_igA_j-A'_jgA_i+A'_jA'_ig-(\partial_iA'_j)g.$$
Subtract the case $(i,j)=(1,0)$ from $(0,1)$. The left side vanishes by (b), and the terms with $g$ in the middle cancel. What remains is $0=gF-F'g$. Lean does this algebra with `linear_combination`.

```lean
/-- Under a twice continuously differentiable gauge transformation between differentiable
potentials the curvature is conjugated: `F' = g F g⁻¹`. -/
theorem curvature_covariant (hg : ContDiff ℝ 2 (fun q => (g q : 𝔸)))
    (h : GaugeTransforms g A A') (hA : ∀ j, Differentiable ℝ (A j))
    (hA' : ∀ j, Differentiable ℝ (A' j)) (p : ℝ × ℝ) :
    curvature A' p = (g p : 𝔸) * curvature A p * ((g p)⁻¹ : 𝔸ˣ) := by
  have hf : DifferentiableAt ℝ (fun q => (g q : 𝔸)) p :=
    hg.contDiffAt.differentiableAt (by norm_num)
  -- differentiate the equation for `∂_j g` once more
  have second : ∀ i j, pd i (pd j (fun q => (g q : 𝔸))) p =
      ((g p : 𝔸) * pd i (A j) p + pd i (fun q => (g q : 𝔸)) p * A j p)
      - (A' j p * pd i (fun q => (g q : 𝔸)) p + pd i (A' j) p * (g p : 𝔸)) := by
    intro i j
    rw [funext (gauge_deriv h j), ← pd_mul i hf (hA j p), ← pd_mul i (hA' j p) hf]
    exact DFunLike.congr_fun (fderiv_fun_sub (hf.mul (hA j p)) ((hA' j p).mul hf)) (dir i)
  have hs := pd_comm hg.contDiffAt 0 1 (p := p)
  rw [second, second, gauge_deriv h 0 p, gauge_deriv h 1 p] at hs
  rw [Units.eq_mul_inv_iff_mul_eq]
  unfold curvature
  linear_combination (norm := noncomm_ring) -hs
```

## (e) A commutation condition

Let a C² function $g$ carry $A$ into $A'$, both differentiable, and let both curvatures equal the same constant $B$. Show that $[A'_j,B]=0$ at a point implies $[A_j,B]=0$ there.

By (d), $Bg=gB$ everywhere (`hr`). Differentiate and insert (c), giving `hd`:
$$BgA_j-BA'_jg=gA_jB-A'_jgB.$$
Since $g$ commutes with $B$, this reads $gBA_j-BA'_jg=gA_jB-A'_jBg$. The primed terms cancel by assumption, so $g[A_j,B]=0$ (`hX`). Multiply by $g^{-1}$.

```lean
/-- Let a twice continuously differentiable `g` relate differentiable potentials with the same
constant curvature `B`. Where `A'_j` commutes with `B`, so does `A_j`. -/
theorem commute_of_gauge (hg : ContDiff ℝ 2 (fun q => (g q : 𝔸)))
    (h : GaugeTransforms g A A') (hA : ∀ j, Differentiable ℝ (A j))
    (hA' : ∀ j, Differentiable ℝ (A' j)) {B : 𝔸} (hF : ∀ q, curvature A q = B)
    (hF' : ∀ q, curvature A' q = B) {j : Fin 2} {p : ℝ × ℝ}
    (hc : A' j p * B = B * A' j p) : A j p * B = B * A j p := by
  -- `g` commutes with `B` everywhere; differentiate this relation
  have hr : ∀ q, B * (g q : 𝔸) = (g q : 𝔸) * B := fun q => by
    have e := curvature_covariant hg h hA hA' q
    rwa [hF, hF', Units.eq_mul_inv_iff_mul_eq] at e
  have hf : DifferentiableAt ℝ (fun q => (g q : 𝔸)) p :=
    hg.contDiffAt.differentiableAt (by norm_num)
  have h0 : pd j (fun _ : ℝ × ℝ => B) p = 0 := by simp [pd]
  have hd : pd j (fun q => B * (g q : 𝔸)) p = pd j (fun q => (g q : 𝔸) * B) p := by
    simp only [hr]
  rw [pd_mul j (differentiableAt_const B) hf, pd_mul j hf (differentiableAt_const B), h0,
    gauge_deriv h j p] at hd
  have h1 := hr p
  have hX : (g p : 𝔸) * (A j p * B - B * A j p) = 0 := by
    linear_combination (norm := noncomm_ring) hc * (g p : 𝔸) - hd - A' j p * h1 + h1 * A j p
  exact sub_eq_zero.1 ((Units.mul_right_eq_zero _).1 hX)
```

## (f) Curvature of a constant potential

The example uses the Pauli matrices and two potentials, `constPot` $=(i\sigma_x,i\sigma_y)$ and `linPot` $=(0,-2ix\sigma_z)$.

```lean
/-- Complex 2 by 2 matrices. -/
abbrev Mat2 := Matrix (Fin 2) (Fin 2) ℂ

/-- The Pauli matrix `σ_x`. -/
def σx : Mat2 := !![0, 1; 1, 0]

/-- The Pauli matrix `σ_y`. -/
def σy : Mat2 := !![0, -Complex.I; Complex.I, 0]

/-- The Pauli matrix `σ_z`. -/
def σz : Mat2 := !![1, 0; 0, -1]

/-- The constant potential `(i σ_x, i σ_y)`. -/
def constPot : Fin 2 → ℝ × ℝ → Mat2 := ![fun _ => Complex.I • σx, fun _ => Complex.I • σy]

/-- The potential `(0, -2i x σ_z)`, linear in position. -/
def linPot : Fin 2 → ℝ × ℝ → Mat2 := ![fun _ => 0, fun p => p.1 • ((-2 * Complex.I) • σz)]
```

Show that `constPot` has $F=-2i\sigma_z$.

The derivatives vanish, and $[i\sigma_x,i\sigma_y]=-[\sigma_x,\sigma_y]=-2i\sigma_z$. Lean compares the four entries.

```lean
/-- The constant potential `(i σ_x, i σ_y)` has curvature `-2i σ_z`. -/
theorem curvature_constPot (p : ℝ × ℝ) : curvature constPot p = (-2 * Complex.I) • σz := by
  have h : ∀ (j : Fin 2) (c : Mat2), pd j (fun _ => c) p = 0 := fun j c => by simp [pd]
  change pd 0 (fun _ => Complex.I • σy) p - pd 1 (fun _ => Complex.I • σx) p
    + ((Complex.I • σx) * (Complex.I • σy) - (Complex.I • σy) * (Complex.I • σx)) = _
  rw [h, h]
  ext i j
  fin_cases i <;> fin_cases j <;>
    simp [σx, σy, σz, Complex.ext_iff] <;> norm_num
```

## (g) Curvature of a linear potential

Show that `linPot` also has $F=-2i\sigma_z$.

Since $A_0=0$, the commutator and $\partial_1A_0$ vanish, leaving $\partial_0(-2ix\sigma_z)=-2i\sigma_z$.

```lean
/-- The linear potential `(0, -2i x σ_z)` has curvature `-2i σ_z`. -/
theorem curvature_linPot (p : ℝ × ℝ) : curvature linPot p = (-2 * Complex.I) • σz := by
  have h : HasFDerivAt (fun q : ℝ × ℝ => q.1 • ((-2 * Complex.I) • σz)) _ p :=
    ((ContinuousLinearMap.fst ℝ ℝ ℝ).smulRight ((-2 * Complex.I) • σz)).hasFDerivAt
  change fderiv ℝ (fun q : ℝ × ℝ => q.1 • ((-2 * Complex.I) • σz)) p (1, 0)
    - fderiv ℝ (fun _ : ℝ × ℝ => (0 : Mat2)) p (0, 1)
    + (0 * (p.1 • ((-2 * Complex.I) • σz)) - (p.1 • ((-2 * Complex.I) • σz)) * 0) = _
  rw [h.fderiv]
  simp
```

## (h) No gauge function on the plane

Show that no C² invertible $g$ on the whole plane satisfies
$$g\,(i\sigma_x,i\sigma_y)\,g^{-1}-(\partial_0g,\partial_1g)\,g^{-1}=(0,-2ix\sigma_z).$$

Suppose $g$ exists. The target's $x$-component is 0, which commutes with $B=-2i\sigma_z$. By (e), $i\sigma_x$ would commute with $B$ too, but $[i\sigma_x,-2i\sigma_z]=-4i\sigma_y\neq0$. Lean reads the contradiction from the upper right entry at the origin.

```lean
/-- Wu-Yang ambiguity: `(i σ_x, i σ_y)` and `(0, -2i x σ_z)` have equal curvature, yet no twice
continuously differentiable invertible matrix function carries the first into the second. -/
theorem wu_yang_ambiguity :
    (∀ p, curvature constPot p = curvature linPot p) ∧
    ¬ ∃ g : ℝ × ℝ → Mat2ˣ, ContDiff ℝ 2 (fun q => (g q : Mat2)) ∧
      GaugeTransforms g constPot linPot := by
  refine ⟨fun p => by rw [curvature_constPot, curvature_linPot], ?_⟩
  rintro ⟨g, hg, h⟩
  have hA : ∀ j, Differentiable ℝ (constPot j) := by
    intro j
    fin_cases j <;> exact differentiable_const _
  have hB : ∀ j, Differentiable ℝ (linPot j) := by
    intro j
    fin_cases j
    · exact differentiable_const _
    · change Differentiable ℝ (fun q : ℝ × ℝ => q.1 • ((-2 * Complex.I) • σz))
      fun_prop
  -- the x-component 0 commutes with the curvature, but `i σ_x` does not
  have e := commute_of_gauge hg h hA hB curvature_constPot curvature_linPot
    (j := 0) (p := 0) (by simp [linPot])
  have r := congrArg Complex.re (congrFun (congrFun e 0) 1)
  norm_num [constPot, σx, σz, Matrix.mul_apply, Fin.sum_univ_succ] at r
```

Smooth $g$ are included; a $g$ defined only on a smaller region is not addressed.

The difference shows in the spectrum of a non-interacting spin-½ particle with $H=-\tfrac12(D_0^2+D_1^2)$ and $\hbar=m=1$. For `constPot`, plane waves of wavevector $k$ give the continuous bands $E=\tfrac12|k|^2\pm|k|+1$. For `linPot`, each spin sees a uniform field of opposite sign, with Landau levels $E=2n+1$, $n=0,1,2,\dots$ These spectra are a calculation by hand, separate from the Lean theorem. Applying either to a material also requires identifying its spin coupling with $A_j$.

## (i) A nilpotent matrix

Let $N$ be `raise`, whose only nonzero entry is a 1 in the upper right corner.

```lean
/-- The raising matrix `N`, with a single entry 1 in the upper right corner. -/
def raise : Mat2 := !![0, 1; 0, 0]
```

Show that $N^2=0$.

In $\sum_jN_{ij}N_{jk}$ the first factor needs $j=1$ and the second $j=0$, so every term vanishes.

```lean
/-- The raising matrix squares to zero. -/
theorem raise_sq : raise * raise = 0 := by
  ext i j
  fin_cases i <;> fin_cases j <;> simp [raise, Matrix.mul_apply, Fin.sum_univ_two]
```

## (j) A gauge transformation that varies in space

Take $S=1+xN$. By (i), its inverse is $1-xN$.

```lean
/-- The position-dependent shear `1 + x N`. -/
def shear (p : ℝ × ℝ) : Mat2ˣ where
  val := 1 + p.1 • raise
  inv := 1 - p.1 • raise
  val_inv := by simp [add_mul, mul_sub, raise_sq]
  inv_val := by simp [sub_mul, mul_add, raise_sq]

/-- The potential `(c, x N)` with a constant matrix `c`. -/
def shearPot (c : Mat2) : Fin 2 → ℝ × ℝ → Mat2 := ![fun _ => c, fun p => p.1 • raise]
```

Show that $S$ carries $(0,xN)$ into $(-N,xN)$, with all fields as regular as (d) requires.

Here $\partial_0S=N$ and $\partial_1S=0$, so
$$A'_0=-N(1-xN)=-N,\qquad A'_1=(1+xN)\,xN\,(1-xN)=xN.$$
All entries are constant or linear in $x$, hence smooth. The gauge rule therefore does relate some distinct potentials through a non-constant $g$. This pair illustrates the algebra only: $N$ is not anti-Hermitian, so either potential would make the $H$ of (h) non-Hermitian.

```lean
/-- The shear `1 + x N` is twice continuously differentiable and carries the differentiable
potential `(0, x N)` into `(-N, x N)`. -/
theorem gaugeTransforms_witness :
    ContDiff ℝ 2 (fun q => (shear q : Mat2)) ∧ (∀ c j, Differentiable ℝ (shearPot c j)) ∧
      GaugeTransforms shear (shearPot 0) (shearPot (-raise)) := by
  refine ⟨?_, fun c j => ?_, fun p j => ?_⟩
  · change ContDiff ℝ 2 (fun q : ℝ × ℝ => (1 : Mat2) + q.1 • raise)
    fun_prop
  · fin_cases j
    · exact differentiable_const _
    · change Differentiable ℝ (fun p : ℝ × ℝ => p.1 • raise)
      fun_prop
  · have h : HasFDerivAt (fun q => (shear q : Mat2)) _ p :=
      ((ContinuousLinearMap.fst ℝ ℝ ℝ).smulRight raise).hasFDerivAt.const_add 1
    fin_cases j
    · change -raise = (1 + p.1 • raise) * 0 * (1 - p.1 • raise)
        - fderiv ℝ (fun q => (shear q : Mat2)) p (1, 0) * (1 - p.1 • raise)
      rw [h.fderiv]
      simp [mul_sub, raise_sq]
    · change p.1 • raise = (1 + p.1 • raise) * (p.1 • raise) * (1 - p.1 • raise)
        - fderiv ℝ (fun q => (shear q : Mat2)) p (0, 1) * (1 - p.1 • raise)
      rw [h.fderiv]
      simp [add_mul, mul_sub, raise_sq]

end

end WuYangAmbiguity
```
```lean
#print axioms WuYangAmbiguity.curvature_covariant
-- 'WuYangAmbiguity.curvature_covariant' depends on axioms: [propext, Classical.choice, Quot.sound]
#print axioms WuYangAmbiguity.wu_yang_ambiguity
-- 'WuYangAmbiguity.wu_yang_ambiguity' depends on axioms: [propext, Classical.choice, Quot.sound]
```
